# If ε − 1 is a bounded positive semidefinite operator, ε is invertible and its inverse has norm at most one

On a complex Hilbert space, which may be infinite-dimensional, let `X` be any bounded positive semidefinite operator and let ε = 1 + `X` be the dielectric operator. The theorem `invEps_of_isPositive` states that ε is invertible, that `invEps X` applied to any `f` solves the screening equation εu = `f`, and that `invEps X` has operator norm at most one, so that screening never increases the norm of `f`. The proof first shows that the real part of ⟨x, εx⟩ is at least ‖x‖², which is at least 1 for a normalised x. It then applies `inverse_of_form_ge` with the constant 1, which gives invertibility and the bound 1/1 on the norm of the inverse.

The first attempt, which Lean rejects:

```lean
import Mathlib

open ContinuousLinearMap

namespace InvEpsOfIsPositive

noncomputable section

variable {H : Type*} [NormedAddCommGroup H] [InnerProductSpace ℂ H] [CompleteSpace H]

/-- The inverse dielectric operator `(1 + X)⁻¹` belonging to `X = ε - 1` if `1 + X` is invertible,
and zero otherwise. -/
def invEps (X : H →L[ℂ] H) : H →L[ℂ] H := Ring.inverse (1 + X)

omit [CompleteSpace H] in
/-- The real part of the quadratic form of `ε = 1 + X` is the squared norm plus the real part of the
quadratic form of `X`. -/
theorem form_one_add (X : H →L[ℂ] H) (x : H) :
    (inner ℂ x ((1 + X) x)).re = ‖x‖ ^ 2 + (inner ℂ x (X x)).re := by
  have h : (inner ℂ x x).re = ‖x‖ ^ 2 := inner_self_eq_norm_sq (𝕜 := ℂ) x
  change (inner ℂ x (x + X x)).re = _
  rw [inner_add_right, Complex.add_re, h]

/-- An operator whose quadratic form has real part at least `c > 0` times the squared norm is
invertible, and its inverse has norm at most `1 / c`. -/
theorem inverse_of_form_ge {A : H →L[ℂ] H} {c : ℝ} (hc : 0 < c)
    (hA : ∀ x, c * ‖x‖ ^ 2 ≤ (inner ℂ x (A x)).re) :
    IsUnit A ∧ ‖Ring.inverse A‖ ≤ 1 / c := by
  have hu : IsUnit A := by
    refine isUnit_of_forall_le_norm_inner_map A (c := ⟨c, hc.le⟩)
      (NNReal.coe_pos.mp hc) fun x => ?_
    rw [norm_inner_symm]
    change ‖x‖ ^ 2 * c ≤ _
    linarith [hA x, Complex.re_le_norm (inner ℂ x (A x))]
  refine ⟨hu, opNorm_le_bound _ (by positivity) fun f => ?_⟩
  have hf : A (Ring.inverse A f) = f :=
    congrArg (fun T : H →L[ℂ] H => T f) (Ring.mul_inverse_cancel A hu)
  have h1 := hA (Ring.inverse A f)
  rw [hf] at h1
  have h2 := (Complex.re_le_norm _).trans (norm_inner_le_norm (𝕜 := ℂ) (Ring.inverse A f) f)
  rw [one_div, inv_mul_eq_div, le_div_iff₀ hc]
  rcases (norm_nonneg (Ring.inverse A f)).eq_or_lt with h0 | h0
  · rw [← h0, zero_mul]
    exact norm_nonneg f
  · exact le_of_mul_le_mul_left (by nlinarith) h0

/-- For positive semidefinite `X` the dielectric operator `1 + X` is invertible, `invEps X`
solves the screening equation, and its norm is at most one. -/
theorem invEps_of_isPositive {X : H →L[ℂ] H} (hX : X.IsPositive) :
    IsUnit (1 + X) ∧ (∀ f, (1 + X) (invEps X f) = f) ∧ ‖invEps X‖ ≤ 1 := by
  obtain ⟨hu, hn⟩ := inverse_of_form_ge (A := 1 + X) one_pos fun x => by
    have h : 0 ≤ (inner ℂ x (X x)).re := hX.re_inner_nonneg_right x
    rw [form_one_add]
    linarith
  exact ⟨hu, fun f => congrArg (fun T : H →L[ℂ] H => T f) (Ring.mul_inverse_cancel _ hu),
    by simpa only [div_one] using hn⟩

end

end InvEpsOfIsPositive
```

Lean reports:

```
Main.lean:56:7: error: Type mismatch: After simplification, term
  hn
 has type
  @LE.le ℝ Real.instLE ‖Ring.inverse (1 + X)‖ 1
but is expected to have type
  @LE.le ℝ Real.instLE ‖invEps X‖ 1
```

The error concerns only the last component, the norm bound. There `simpa only [div_one] using hn` does simplify the bound `1 / 1` in `hn` to `1`, but `hn` speaks of `Ring.inverse (1 + X)` and the goal of `invEps X`. The two are equal by the definition of `invEps`. However, `invEps` is an ordinary `def` and is not in the simp list, so `simpa` does not unfold it while simplifying, and its final comparison of `hn` with the goal does not unfold it either. Hence the type mismatch.

The repair splits the step in two. `rw [div_one] at hn` does the same simplification of the bound, and `exact hn` then compares the types up to definitional equality, this time unfolding `invEps`, so the term is accepted.

After these edits no error is left:

```diff
@@ -54,5 +54,5 @@
     linarith
   exact ⟨hu, fun f => congrArg (fun T : H →L[ℂ] H => T f) (Ring.mul_inverse_cancel _ hu),
-    by simpa only [div_one] using hn⟩
+    by rw [div_one] at hn; exact hn⟩
 
 end
```
